# Partial-wave increments falling as $a/l^p$ with $p\ge 2$ leave a truncation error of $a/((p-1)L^{p-1})$ to leading order

Q: Suppose I expand the correlation energy of an atom in partial waves and stop at $l=L$ because the last increment is below my tolerance. What goes wrong?

A: The last increment is not the error. If the increments fall as an inverse power $l^{-p}$, the omitted waves add up to roughly $L/(p-1)$ times the last one, and that factor grows with $L$. Let $e_l$ be the energy increment from partial wave $l$, and assume that $l^p e_l\to a$ for some integer $p\ge 2$ and real $a$. Then $\sum_l|e_l|$ converges, and the tail $T_L=\sum_{l>L}e_l$ satisfies
$$L^{p-1}T_L\to\frac{a}{p-1}.$$

Q: An integral of $a/l^p$ gives me that in one line. What about the subleading terms, of which I know nothing?

A: They are handled by comparison with increments that can be summed exactly. Put $q=p-1\ge 1$ and, for $l\ge 1$,
$$s_l=\frac1{l^q}-\frac1{(l+1)^q}.$$
The sum from $L+1$ to $M$ telescopes to $(L+1)^{-q}-(M+1)^{-q}$, so the full tail of $s$ is $(L+1)^{-q}$.

Next, let $r=l/(l+1)$, so that $l(1-r)=r$. A finite geometric sum gives
$$l^{q+1}s_l=l(1-r^q)=l(1-r)\sum_{i=0}^{q-1}r^i=r\sum_{i=0}^{q-1}r^i\to q.$$

Now subtract the leading behaviour: $d_l=e_l-(a/q)s_l$ obeys $l^{q+1}d_l\to a-a=0$. Given $\varepsilon>0$, for all large $l$ we have $l^{q+1}|d_l|<\varepsilon/4$ and $l^{q+1}s_l>1/2$, hence $|d_l|\le(\varepsilon/2)s_l$. Summing over $l>L$,
$$L^q\Big|\sum_{l>L}d_l\Big|\le\frac{\varepsilon}{2}\Big(\frac{L}{L+1}\Big)^q<\varepsilon.$$
The unknown remainder therefore contributes nothing at leading order.

Absolute convergence is simpler: eventually $|e_l|\le(|a|+1)/l^p$, which is summable for $p\ge 2$. Putting the parts together,
$$L^qT_L=\frac aq\Big(\frac{L}{L+1}\Big)^q+L^q\sum_{l>L}d_l\to\frac aq.$$

Q: Can I use this without knowing $a$?

A: Yes, because $L^p e_L\to a$ as well. Subtracting gives
$$L^{p-1}\Big(T_L-\frac{L e_L}{p-1}\Big)\to\frac a{p-1}-\frac a{p-1}=0,$$
so adding $Le_L/(p-1)$ to the truncated sum removes the leading error. If $a\ne0$, dividing the two limits gives $T_L/(Le_L)\to1/(p-1)$.

Q: Show me the smallest case.

A: Here is a test sequence, not the energies of an atom: variational ground-state increments are never positive, and a minus sign in front would simply carry through. Take $p=2$ and $e_l=1/(l(l+1))$ for $l\ge1$, so $a=1$. The tail is $1/(L+1)$, and $L\,T_L\to1$. For $L\ge 1$ the correction $Le_L$ is also $1/(L+1)$, so here it happens to be exact.

Q: Now the formal version. Where is my truncated expansion?

A: The increments are a function `e : ℕ → ℝ`, with `e l` the contribution of wave $l$; the letter has nothing to do with the elementary charge. `L` is the cutoff, not a total orbital angular momentum. The omitted part is `tail e L`, whose index `k + (L + 1)` runs through $L+1,L+2,\dots$

```lean
import Mathlib

open Filter Topology Finset

namespace PartialWaveTail

noncomputable section

/-- The contribution of all partial waves with `l > L`, omitted when the expansion is
truncated at `L`. -/
def tail (e : ℕ → ℝ) (L : ℕ) : ℝ := ∑' k : ℕ, e (k + (L + 1))
```

The comparison increments $s_l$ are called `shell q l`. They are not electron shells, and only their values at $l\ge1$ enter any tail.

```lean
/-- Reference increments `1 / l ^ q - 1 / (l + 1) ^ q`, meant for `l ≥ 1`. -/
def shell (q l : ℕ) : ℝ := 1 / (l : ℝ) ^ q - 1 / ((l : ℝ) + 1) ^ q
```

Q: You defined the error as a tail. I would define it as the complete energy minus the computed one.

A: For a summable expansion the two agree, and that is proved separately. `range (L + 1)` contains $0,\dots,L$, so the wave $l=L$ is included in the truncated sum.

```lean
/-- For a summable expansion, the complete sum is the sum through `l = L` plus the tail. -/
theorem total_eq_partial_add_tail {e : ℕ → ℝ} (he : Summable e) (L : ℕ) :
    ∑' l, e l = ∑ l ∈ range (L + 1), e l + tail e L :=
  (he.sum_add_tsum_nat_add (L + 1)).symm
```

Q: And what does the main theorem assume about the physics?

A: `partial_wave_truncation` has two hypotheses. `hp` says `2 ≤ p`, and `h` says that $l^pe_l$ tends to $a$. The conclusion is a conjunction: `Summable (fun l => |e l|)`, and the limit `a / ((p : ℝ) - 1)` for $L^{p-1}$ times the tail. The first half matters for the second, since Lean assigns the value zero to a divergent infinite sum. The sign of the increments is free, finitely many low waves may be anything, and $a=0$ is allowed.

Q: So the decay law is put in, not derived.

A: It is. The law stands for the slow angular convergence caused by the cusp of the wave function where two electrons meet. For the ground state of helium the usual exponent is $p=4$, often written with $l+\tfrac12$ in place of $l$; that shift does not alter $a$. The step left to physics is to show that the increments of your atom, each with a complete radial basis, form such a sequence. Granted that, the result bears on extrapolating configuration-interaction energies in $L$, as a statement about large $L$ with no error bound at a given cutoff.

Q: Would $p=1$ do?

A: No. With $e_l=1/l$ for $l\ge1$, $l\,e_l\to1$, yet the sum diverges.

Q: Then take me through the proof. Where is the telescoping?

A: In `hasSum_shell`. Induction on the number of terms gives the finite sums `hpart`, and `hlim` sends the far end to zero. Since the terms are nonnegative, convergence of the partial sums is enough for `HasSum`, Lean's statement that the series converges to the given value.

```lean
/-- For `q ≠ 0` the reference increments beyond `L` add up to exactly `1 / (L + 1) ^ q`. -/
theorem hasSum_shell {q : ℕ} (hq : q ≠ 0) (L : ℕ) :
    HasSum (fun k : ℕ => shell q (k + (L + 1))) (1 / ((L : ℝ) + 1) ^ q) := by
  -- the finite sums telescope
  have hpart : ∀ n : ℕ, ∑ k ∈ range n, shell q (k + (L + 1)) =
      1 / ((L : ℝ) + 1) ^ q - 1 / ((n : ℝ) + ((L : ℝ) + 1)) ^ q := by
    intro n
    induction n with
    | zero => simp
    | succ n ih =>
      rw [Finset.sum_range_succ, ih]
      unfold shell
      push_cast
      rw [show (n : ℝ) + 1 + ((L : ℝ) + 1) = n + ((L : ℝ) + 1) + 1 by ring]
      ring
  have hnonneg : ∀ k : ℕ, 0 ≤ shell q (k + (L + 1)) := by
    intro k
    have hx : (0 : ℝ) < ((k + (L + 1) : ℕ) : ℝ) := by positivity
    unfold shell
    exact sub_nonneg.mpr (one_div_le_one_div_of_le (pow_pos hx q)
      (pow_le_pow_left₀ hx.le (by linarith) q))
  have hlim : Tendsto (fun n : ℕ => 1 / ((n : ℝ) + ((L : ℝ) + 1)) ^ q) atTop (𝓝 0) := by
    have h1 : Tendsto (fun n : ℕ => (n : ℝ) + ((L : ℝ) + 1)) atTop atTop :=
      tendsto_atTop_add_const_right _ _ tendsto_natCast_atTop_atTop
    have h2 := ((tendsto_pow_atTop hq).comp h1).inv_tendsto_atTop
    refine h2.congr fun n => ?_
    simp [one_div]
  rw [hasSum_iff_tendsto_nat_of_nonneg hnonneg]
  have h := hlim.const_sub (1 / ((L : ℝ) + 1) ^ q)
  rw [sub_zero] at h
  exact h.congr fun n => (hpart n).symm
```

The limit $r\to1$ follows from $r=1-1/(l+1)$.

```lean
/-- The ratio `l / (l + 1)` of successive angular momenta tends to one. -/
theorem tendsto_ratio : Tendsto (fun l : ℕ => (l : ℝ) / ((l : ℝ) + 1)) atTop (𝓝 1) := by
  have h := (tendsto_one_div_add_atTop_nhds_zero_nat (𝕜 := ℝ)).const_sub 1
  rw [sub_zero] at h
  refine h.congr fun l => ?_
  have h0 : (l : ℝ) + 1 ≠ 0 := by positivity
  rw [eq_div_iff h0, sub_mul, div_mul_cancel₀ _ h0]
  ring
```

`tendsto_shell` is the geometric-sum step. It first takes the limit of $r\sum_{i<q}r^i$, which is $q$, and then shows in the `calc` block that this expression equals $l^{q+1}s_l$ for $l>0$. The identity $(1-r)\sum_{i<q} r^i=1-r^q$ enters as `hg`.

```lean
/-- The reference increments, multiplied by `l ^ (q + 1)`, tend to `q`. -/
theorem tendsto_shell (q : ℕ) :
    Tendsto (fun l : ℕ => (l : ℝ) ^ (q + 1) * shell q l) atTop (𝓝 (q : ℝ)) := by
  have hs := tendsto_ratio.mul
    (tendsto_finsetSum (range q) fun i _ => tendsto_ratio.pow i)
  simp only [one_pow, Finset.sum_const, Finset.card_range, nsmul_eq_mul, mul_one] at hs
  rw [one_mul] at hs
  refine hs.congr' ?_
  filter_upwards [eventually_gt_atTop 0] with l hl
  have hx : (0 : ℝ) < l := by exact_mod_cast hl
  have h0 : (l : ℝ) / (l + 1) * (l + 1) = l := div_mul_cancel₀ _ (by positivity)
  have h1 : (l : ℝ) * (1 - l / (l + 1)) = l / (l + 1) := by linear_combination -h0
  have h2 : (l : ℝ) ^ q * (1 / (l : ℝ) ^ q) = 1 := mul_one_div_cancel (by positivity)
  -- a finite geometric sum replaces the binomial expansion
  have hg := mul_neg_geom_sum ((l : ℝ) / (l + 1)) q
  calc (l : ℝ) / (l + 1) * ∑ i ∈ range q, ((l : ℝ) / (l + 1)) ^ i
      = l * ((1 - (l : ℝ) / (l + 1)) * ∑ i ∈ range q, ((l : ℝ) / (l + 1)) ^ i) := by
        rw [← mul_assoc, h1]
    _ = l * (1 - ((l : ℝ) / (l + 1)) ^ q) := by rw [hg]
    _ = (l : ℝ) ^ (q + 1) * shell q l := by
        unfold shell
        rw [div_pow]
        linear_combination (-(l : ℝ)) * h2
```

Q: And the claim that subleading terms are harmless?

A: That is `tendsto_tail_zero`, with the same $\varepsilon/4$ and $1/2$ as above. `N` is a point beyond which both inequalities hold, `hb` is the termwise bound $|d_l|\le(\varepsilon/2)s_l$, and `ht` sums it using the exact tail of the comparison increments. The final `calc` multiplies by $L^q$ and uses $L^q/(L+1)^q\le1$.

```lean
/-- For `q ≠ 0`, increments that vanish faster than `l ^ (-(q + 1))` have a tail that
vanishes faster than `L ^ (-q)`. -/
theorem tendsto_tail_zero {q : ℕ} (hq : q ≠ 0) {d : ℕ → ℝ}
    (hd : Tendsto (fun l : ℕ => (l : ℝ) ^ (q + 1) * d l) atTop (𝓝 0)) :
    Tendsto (fun L : ℕ => (L : ℝ) ^ q * tail d L) atTop (𝓝 0) := by
  rw [Metric.tendsto_atTop]
  intro ε hε
  have hq1 : (1 : ℝ) ≤ q := by exact_mod_cast Nat.one_le_iff_ne_zero.mpr hq
  have h1 : ∀ᶠ l : ℕ in atTop, |(l : ℝ) ^ (q + 1) * d l| < ε / 4 := by
    have h := hd.abs
    rw [abs_zero] at h
    exact h.eventually_lt_const (by positivity)
  have h2 : ∀ᶠ l : ℕ in atTop, 1 / 2 < (l : ℝ) ^ (q + 1) * shell q l :=
    (tendsto_shell q).eventually_const_lt (by linarith)
  obtain ⟨N, hN⟩ := eventually_atTop.mp (h1.and h2)
  refine ⟨N, fun L hL => ?_⟩
  -- beyond `N` the reference increments dominate
  have hb : ∀ k : ℕ, ‖d (k + (L + 1))‖ ≤ ε / 2 * shell q (k + (L + 1)) := by
    intro k
    obtain ⟨ha, hs⟩ := hN (k + (L + 1)) (by omega)
    have hx : (0 : ℝ) < ((k + (L + 1) : ℕ) : ℝ) ^ (q + 1) := by positivity
    rw [abs_mul, abs_of_pos hx] at ha
    rw [Real.norm_eq_abs]
    refine le_of_mul_le_mul_left ?_ hx
    have h3 := mul_lt_mul_of_pos_left hs (half_pos hε)
    nlinarith [h3, ha]
  have ht : ‖tail d L‖ ≤ ε / 2 * (1 / ((L : ℝ) + 1) ^ q) :=
    tsum_of_norm_bounded ((hasSum_shell hq L).mul_left (ε / 2)) hb
  have hle : (L : ℝ) ^ q * (1 / ((L : ℝ) + 1) ^ q) ≤ 1 := by
    rw [mul_one_div]
    exact div_le_one_of_le₀ (pow_le_pow_left₀ (by positivity) (by linarith) q)
      (by positivity)
  rw [dist_zero_right, norm_mul, Real.norm_of_nonneg (by positivity : (0 : ℝ) ≤ (L : ℝ) ^ q)]
  calc (L : ℝ) ^ q * ‖tail d L‖
      ≤ (L : ℝ) ^ q * (ε / 2 * (1 / ((L : ℝ) + 1) ^ q)) :=
        mul_le_mul_of_nonneg_left ht (by positivity)
    _ = ε / 2 * ((L : ℝ) ^ q * (1 / ((L : ℝ) + 1) ^ q)) := by ring
    _ ≤ ε / 2 * 1 := mul_le_mul_of_nonneg_left hle (by positivity)
    _ < ε := by linarith
```

The main theorem then assembles the parts. `hs` is the comparison with $\sum l^{-p}$. After writing $p=q+1$, `hd` states that $e_l-(a/q)s_l$ vanishes faster than $l^{-(q+1)}$, and the previous lemma disposes of its tail. `hT` splits that tail into the tail of $e$ minus $(a/q)(L+1)^{-q}$, and the limit of $(L/(L+1))^q$ supplies the answer.

```lean
/-- If `l ^ p * e l` tends to `a` with `p ≥ 2`, the partial-wave expansion converges
absolutely and `L ^ (p - 1)` times its tail beyond `L` tends to `a / (p - 1)`. -/
theorem partial_wave_truncation {p : ℕ} (hp : 2 ≤ p) {e : ℕ → ℝ} {a : ℝ}
    (h : Tendsto (fun l : ℕ => (l : ℝ) ^ p * e l) atTop (𝓝 a)) :
    Summable (fun l => |e l|) ∧
      Tendsto (fun L : ℕ => (L : ℝ) ^ (p - 1) * tail e L) atTop (𝓝 (a / ((p : ℝ) - 1))) := by
  -- absolute convergence by comparison with the inverse powers
  have hs : Summable (fun l => |e l|) := by
    have hb : ∀ᶠ l : ℕ in atTop, |(l : ℝ) ^ p * e l| < |a| + 1 :=
      h.abs.eventually_lt_const (by linarith)
    refine Summable.of_norm_bounded_eventually_nat
      ((Real.summable_one_div_nat_pow.mpr (by omega : 1 < p)).mul_left (|a| + 1)) ?_
    filter_upwards [hb, eventually_gt_atTop 0] with l hl h0
    have hl0 : (0 : ℝ) < l := by exact_mod_cast h0
    have hx : (0 : ℝ) < (l : ℝ) ^ p := pow_pos hl0 p
    rw [abs_mul, abs_of_pos hx] at hl
    rw [Real.norm_eq_abs, abs_abs, mul_one_div, le_div_iff₀ hx]
    linarith
  refine ⟨hs, ?_⟩
  obtain ⟨q, rfl⟩ : ∃ q, p = q + 1 := ⟨p - 1, by omega⟩
  have hq : q ≠ 0 := by omega
  have hq0 : (q : ℝ) ≠ 0 := by exact_mod_cast hq
  have hc : ((q + 1 : ℕ) : ℝ) - 1 = q := by push_cast; ring
  rw [Nat.add_sub_cancel, hc]
  -- subtract the reference increments with the same leading coefficient
  have hd : Tendsto (fun l : ℕ => (l : ℝ) ^ (q + 1) * (e l - a / q * shell q l))
      atTop (𝓝 0) := by
    have h' := h.sub ((tendsto_shell q).const_mul (a / q))
    rw [div_mul_cancel₀ _ hq0, sub_self] at h'
    exact h'.congr fun l => by ring
  have ht := (tendsto_tail_zero hq hd).add ((tendsto_ratio.pow q).const_mul (a / q))
  rw [one_pow, mul_one, zero_add] at ht
  refine ht.congr fun L => ?_
  have he : Summable (fun k => e (k + (L + 1))) :=
    (summable_nat_add_iff (L + 1)).mpr (summable_abs_iff.mp hs)
  have hT : tail (fun l => e l - a / q * shell q l) L =
      tail e L - a / q * (1 / ((L : ℝ) + 1) ^ q) :=
    (he.hasSum.sub ((hasSum_shell hq L).mul_left (a / q))).tsum_eq
  rw [hT, div_pow]
  ring
```

Q: Does the correction by the last increment appear in terms of the complete energy?

A: Yes. `last_increment_correction` is written with the complete sum and the sum through $l=L$. Its proof subtracts the two limits and uses `total_eq_partial_add_tail` to replace the tail.

```lean
/-- If `l ^ p * e l` converges with `p ≥ 2`, adding `L * e L / (p - 1)` to the sum through
`l = L` leaves an error that vanishes faster than `L ^ (-(p - 1))`. -/
theorem last_increment_correction {p : ℕ} (hp : 2 ≤ p) {e : ℕ → ℝ} {a : ℝ}
    (h : Tendsto (fun l : ℕ => (l : ℝ) ^ p * e l) atTop (𝓝 a)) :
    Tendsto (fun L : ℕ => (L : ℝ) ^ (p - 1) *
      (∑' l, e l - (∑ l ∈ range (L + 1), e l + L * e L / ((p : ℝ) - 1)))) atTop (𝓝 0) := by
  obtain ⟨hs, ht⟩ := partial_wave_truncation hp h
  have h' := ht.sub (h.div_const ((p : ℝ) - 1))
  rw [sub_self] at h'
  refine h'.congr fun L => ?_
  have hpow : (L : ℝ) ^ p = (L : ℝ) ^ (p - 1) * L := by
    rw [← pow_succ, Nat.sub_add_cancel (by omega)]
  rw [total_eq_partial_add_tail (summable_abs_iff.mp hs) L, hpow]
  ring
```

Q: Is the corrected energy always better?

A: No. If $a\ne0$ it is better for all sufficiently large $L$, but at a given cutoff it can be worse, since finitely many increments are arbitrary. If $a=0$ it can be worse even at every large $L$. Take the test sequence $e_l=2^{-l}$, for which $l^pe_l\to0$ at every $p$. The tail is $2^{-L}$, while the correction is $L\,2^{-L}/(p-1)$, which overshoots and makes matters worse once $L>2(p-1)$. Both are negligible on the scale $L^{-(p-1)}$, so the theorem still holds. The same sequence shows why the ratio theorem excludes $a=0$: there $T_L/(Le_L)=1/L$, which tends to $0$ and not to $1/(p-1)$.

With `ha : a ≠ 0`, the proof of `tail_over_last_increment` divides the limit for the tail by the limit for $L^pe_L$ and cancels the common factor $L^{p-1}$ for $L>0$.

```lean
/-- If `l ^ p * e l` tends to a nonzero limit with `p ≥ 2`, the ratio of the tail beyond `L`
to `L * e L` tends to `1 / (p - 1)`. -/
theorem tail_over_last_increment {p : ℕ} (hp : 2 ≤ p) {e : ℕ → ℝ} {a : ℝ} (ha : a ≠ 0)
    (h : Tendsto (fun l : ℕ => (l : ℝ) ^ p * e l) atTop (𝓝 a)) :
    Tendsto (fun L : ℕ => tail e L / (L * e L)) atTop (𝓝 (1 / ((p : ℝ) - 1))) := by
  have h' := (partial_wave_truncation hp h).2.div h ha
  rw [div_right_comm, div_self ha] at h'
  refine h'.congr' ?_
  filter_upwards [eventually_gt_atTop 0] with L hL
  have hx : (0 : ℝ) < L := by exact_mod_cast hL
  have hpow : (L : ℝ) ^ p = (L : ℝ) ^ (p - 1) * L := by
    rw [← pow_succ, Nat.sub_add_cancel (by omega)]
  -- the common power of `L` cancels
  simp only [Pi.div_apply]
  rw [hpow, mul_assoc, mul_div_mul_left _ _ (pow_pos hx (p - 1)).ne']

end

end PartialWaveTail
```

```lean
#print axioms PartialWaveTail.partial_wave_truncation
-- 'PartialWaveTail.partial_wave_truncation' depends on axioms: [propext, Classical.choice, Quot.sound]
#print axioms PartialWaveTail.last_increment_correction
-- 'PartialWaveTail.last_increment_correction' depends on axioms: [propext, Classical.choice, Quot.sound]
#print axioms PartialWaveTail.tail_over_last_increment
-- 'PartialWaveTail.tail_over_last_increment' depends on axioms: [propext, Classical.choice, Quot.sound]
```
